# Unshifted inverse-cube extrapolation undercorrects energies of the form $E + A(L+a)^{-3}$ with $A, a > 0$

## Energies with a single shifted power

The truncated energies are taken to follow one shifted inverse cube exactly, with no further terms:

$$e(L) = E + \frac{A}{(L+a)^3}.$$

Here $L$ is the highest angular momentum kept in a partial-wave expansion, $E$ is the limit of the complete expansion, $A$ is an amplitude with the dimension of energy, and $a$ is a dimensionless offset. The cutoff is treated as a real variable and restricted to integers only at the end.

The inverse cube stands for the slow convergence caused by the electron-electron cusp in singlet pairs. A positive $A$ means that truncation leaves the energy too high. The offset also has a natural origin: if the contribution of each angular momentum $l$ is proportional to $(l+\tfrac12)^{-4}$, the sum over all $l > L$ behaves as $(L+1)^{-3}$ to leading orders, which corresponds to $a = 1$.

## Two-point extrapolation

Suppose that someone assumes an offset $b$, which may differ from $a$. Fitting $E' + A'(L+b)^{-3}$ to the energies at $L-1$ and $L$ and eliminating $A'$ gives the estimate

$$X_b(L) = \frac{(L+b)^3 e(L) - (L-1+b)^3 e(L-1)}{D}, \qquad D = (L+b)^3 - (L-1+b)^3.$$

The unshifted rule is $b = 0$. The same formula, with the cardinal number of a basis set in place of $L$, is in common use for correlation energies. If the energies follow the one-power model in that number, with $A$ and $a$ positive, the result gives the sign and the leading size of the error that is left. The offset $a$ is then counted from the cardinal number, and it differs from the offset for $L$ when the two numbers differ.

## What is proved

Let $A > 0$ and $a > 0$. For every integer $L \ge 2$,

$$E < X_0(L) < e(L), \qquad\text{and}\qquad L^4\,\bigl(X_0(L) - E\bigr) \to aA \quad (L \to \infty).$$

The extrapolation moves the energy in the right direction but not far enough. It removes the error of order $L^{-3}$ and leaves one of order $L^{-4}$.

In the file, `energy E A a L` is $e(L)$ and `extrapolate b e L` is $X_b(L)$ for an arbitrary energy function `e`. The final theorem, `unshifted_extrapolation_undercorrects`, has two parts joined by `∧`. In both, `L : ℕ` is converted to a real number before it enters the formulas, so $L-1$ is an ordinary real subtraction. `Tendsto … atTop (𝓝 (a * A))` is the limit for growing $L$. The hypotheses `hA` and `ha` are the positivity of $A$ and $a$; $E$ may have either sign.

The energy law is an assumption, not a consequence of the Schrödinger equation. Computed energies contain further terms, and an additional term of order $L^{-4}$ would change the limit.

## The derivation

**The denominator.** With $x = L+b$,

$$D = x^3 - (x-1)^3 = 3x^2 - 3x + 1 = \tfrac34(2x-1)^2 + \tfrac14 > 0.$$

**The exact error.** The two weights in $X_b$ add up to one, so $E$ cancels:

$$X_b(L) - E = \frac{A}{D}\left[\frac{(L+b)^3}{(L+a)^3} - \frac{(L-1+b)^3}{(L-1+a)^3}\right].$$

Set $p = (L+b)(L-1+a)$ and $q = (L-1+b)(L+a)$. Over a common denominator the bracket has the numerator $p^3 - q^3$. Moreover,

$$p - q = \bigl[(L+b)(L+a) - (L+b)\bigr] - \bigl[(L+b)(L+a) - (L+a)\bigr] = a - b.$$

Since $p^3 - q^3 = (p-q)(p^2+pq+q^2)$,

$$X_b(L) - E = \frac{A\,(a-b)\,(p^2+pq+q^2)}{(L+a)^3(L-1+a)^3 D}.$$

The error vanishes when $b = a$. If $A$, $L-1+a$ and $L-1+b$ are positive, every factor other than $a-b$ is positive, so $X_b(L) > E$ exactly when $b < a$. For $b = 0$, $a > 0$ and $L \ge 2$ this gives the lower bound.

**The upper bound.** Subtracting the estimate from the last energy gives

$$e(L) - X_b(L) = \frac{(L-1+b)^3\,\bigl(e(L-1) - e(L)\bigr)}{D}.$$

This is positive under the same conditions, because the energies decrease with $L$.

**The limit.** Put $u = 1/L$ and take $L$ out of every shifted cutoff, for example $L-1+a = L\,(1+(a-1)u)$. Then $p$ and $q$ are each $L^2$ times a factor that tends to 1, so $p^2+pq+q^2$ is $L^4$ times a factor that tends to 3. Because $L+b$ and $L-1+b$ differ by one,

$$D = (L+b)^2 + (L+b)(L-1+b) + (L-1+b)^2,$$

which is $L^2$ times a factor that also tends to 3. The two cubes in the denominator contribute $L^6$. In $L^4(X_b(L)-E)$ the powers of $L$ are therefore $L^8$ above and $L^8$ below, and the limit is $A(a-b)\cdot 3/3 = A(a-b)$. For $b = 0$ it is $aA$.

## The smallest cutoff

At $L = 2$ the unshifted rule reads $X_0(2) = \bigl(8e(2) - e(1)\bigr)/7$. For $a = 1$ its error is

$$X_0(2) - E = \frac{A}{7}\left(\frac{8}{27} - \frac18\right) = \frac{37}{1512}\,A,$$

compared with $e(2) - E = A/27 = \tfrac{56}{1512}A$. The extrapolation removes only about a third of the truncation error here.

At $L = 1$ the weight of $e(0)$ is zero and $X_0(1) = e(1)$. The strict upper bound fails there, which is why the theorem starts at $L = 2$.

## The Lean file

```lean
import Mathlib

open Filter Topology

namespace PartialWaveOffset

noncomputable section

/-- Energy of a partial-wave expansion truncated at angular momentum `L`, with limit `E`,
amplitude `A` and offset `a`: `E + A (L + a)⁻³`, for `L + a ≠ 0`. -/
def energy (E A a L : ℝ) : ℝ := E + A / (L + a) ^ 3

/-- Two-point extrapolation of the energies `e` from the cutoffs `L - 1` and `L`, assuming
that the truncation error is proportional to `(L + b)⁻³`. -/
def extrapolate (b : ℝ) (e : ℝ → ℝ) (L : ℝ) : ℝ :=
  ((L + b) ^ 3 * e L - (L - 1 + b) ^ 3 * e (L - 1)) / ((L + b) ^ 3 - (L - 1 + b) ^ 3)

/-- The denominator of the two-point extrapolation is positive for every cutoff and every
assumed offset. -/
theorem denominator_pos (b L : ℝ) : 0 < (L + b) ^ 3 - (L - 1 + b) ^ 3 := by
  nlinarith [sq_nonneg (2 * (L + b) - 1)]

/-- Exact error of the extrapolation with assumed offset `b` when the true offset is `a`,
provided neither `L + a` nor `L - 1 + a` vanishes. It carries the factor `a - b`. -/
theorem extrapolate_error (E A a b L : ℝ) (h : L + a ≠ 0) (h' : L - 1 + a ≠ 0) :
    extrapolate b (energy E A a) L - E =
      A * (a - b) * (((L + b) * (L - 1 + a)) ^ 2
        + (L + b) * (L - 1 + a) * ((L - 1 + b) * (L + a))
        + ((L - 1 + b) * (L + a)) ^ 2) /
      ((L + a) ^ 3 * (L - 1 + a) ^ 3 * ((L + b) ^ 3 - (L - 1 + b) ^ 3)) := by
  have common : ∀ N D : ℝ, D ≠ 0 → N / D - E = (N - E * D) / D := by
    intro N D hD
    field_simp
  have hs : A / (L + a) ^ 3 * (L + a) ^ 3 = A := div_mul_cancel₀ _ (pow_ne_zero 3 h)
  have ht : A / (L - 1 + a) ^ 3 * (L - 1 + a) ^ 3 = A :=
    div_mul_cancel₀ _ (pow_ne_zero 3 h')
  unfold extrapolate energy
  rw [common _ _ (denominator_pos b L).ne', ← div_div]
  congr 1
  rw [eq_div_iff (mul_ne_zero (pow_ne_zero 3 h) (pow_ne_zero 3 h'))]
  -- the limit `E` cancels, and a difference of two cubes remains
  linear_combination (L + b) ^ 3 * (L - 1 + a) ^ 3 * hs
    - (L - 1 + b) ^ 3 * (L + a) ^ 3 * ht

/-- Extrapolation with the true offset returns the limit `E` exactly, provided neither
`L + a` nor `L - 1 + a` vanishes. -/
theorem extrapolate_exact (E A a L : ℝ) (h : L + a ≠ 0) (h' : L - 1 + a ≠ 0) :
    extrapolate a (energy E A a) L = E := by
  have key := extrapolate_error E A a a L h h'
  rw [sub_self a, mul_zero, zero_mul, zero_div] at key
  exact sub_eq_zero.mp key

/-- For positive amplitude and positive shifted cutoffs, the extrapolated energy lies above
the limit `E` exactly when the assumed offset `b` is smaller than the true offset `a`. -/
theorem limit_lt_extrapolate_iff (E A a b L : ℝ) (hA : 0 < A)
    (ha : 0 < L - 1 + a) (hb : 0 < L - 1 + b) :
    E < extrapolate b (energy E A a) L ↔ b < a := by
  have ha' : 0 < L + a := by linarith
  have hb' : 0 < L + b := by linarith
  have hp := mul_pos hb' ha
  have hq := mul_pos hb ha'
  -- everything in the error except `a - b` is positive
  have hS := add_pos (add_pos (pow_pos hp 2) (mul_pos hp hq)) (pow_pos hq 2)
  have hD := mul_pos (mul_pos (pow_pos ha' 3) (pow_pos ha 3)) (denominator_pos b L)
  rw [← sub_pos, extrapolate_error E A a b L ha'.ne' ha.ne', div_pos_iff_of_pos_right hD,
    mul_pos_iff_of_pos_right hS, mul_pos_iff_of_pos_left hA, sub_pos]

/-- For positive amplitude and positive shifted cutoffs, the extrapolated energy lies below
the energy computed at the larger cutoff `L`. -/
theorem extrapolate_lt_energy (E A a b L : ℝ) (hA : 0 < A)
    (ha : 0 < L - 1 + a) (hb : 0 < L - 1 + b) :
    extrapolate b (energy E A a) L < energy E A a L := by
  -- the energies decrease from `L - 1` to `L`
  have h : A / (L + a) ^ 3 < A / (L - 1 + a) ^ 3 :=
    div_lt_div_of_pos_left hA (pow_pos ha 3)
      (pow_lt_pow_left₀ (by linarith) ha.le (by norm_num))
  have h3 := mul_lt_mul_of_pos_left h (pow_pos hb 3)
  unfold extrapolate energy
  rw [div_lt_iff₀ (denominator_pos b L)]
  linarith

/-- With true offset `a` and assumed offset `b`, the extrapolation error multiplied by `L⁴`
tends to `A (a - b)` as the cutoff grows. -/
theorem tendsto_error (E A a b : ℝ) :
    Tendsto (fun L : ℝ => L ^ 4 * (extrapolate b (energy E A a) L - E)) atTop
      (𝓝 (A * (a - b))) := by
  -- `G` is the scaled error as a function of `u = 1 / L`
  obtain ⟨G, hG⟩ : ∃ G : ℝ → ℝ, G = fun u =>
      A * (a - b) * (((1 + b * u) * (1 + (a - 1) * u)) ^ 2
        + (1 + b * u) * (1 + (a - 1) * u) * ((1 + (b - 1) * u) * (1 + a * u))
        + ((1 + (b - 1) * u) * (1 + a * u)) ^ 2) /
      ((1 + a * u) ^ 3 * (1 + (a - 1) * u) ^ 3 *
        ((1 + b * u) ^ 2 + (1 + b * u) * (1 + (b - 1) * u) + (1 + (b - 1) * u) ^ 2)) :=
    ⟨_, rfl⟩
  have hc : ContinuousAt G 0 := by
    rw [hG]
    apply ContinuousAt.div
    · fun_prop
    · fun_prop
    · norm_num
  have h0 : G 0 = A * (a - b) := by
    simp only [hG, mul_zero, add_zero, one_pow, mul_one]
    ring
  rw [← h0]
  refine Tendsto.congr' ?_ (hc.tendsto.comp tendsto_inv_atTop_zero)
  filter_upwards [eventually_gt_atTop (|a| + 1)] with L hL
  have h1 := neg_abs_le a
  have h2 := abs_nonneg a
  have hL0 : L ≠ 0 := by linarith
  have ha' : L + a ≠ 0 := by linarith
  have ha : L - 1 + a ≠ 0 := by linarith
  -- factor one power of `L` out of every shifted cutoff
  have key : ∀ c : ℝ, L + c = L * (1 + c * L⁻¹) := by
    intro c
    rw [mul_add, mul_one, mul_left_comm, mul_inv_cancel₀ hL0, mul_one]
  have eb : L - 1 + b = L * (1 + (b - 1) * L⁻¹) := by
    rw [← key]
    ring
  have ea : L - 1 + a = L * (1 + (a - 1) * L⁻¹) := by
    rw [← key]
    ring
  have hD : (L + b) ^ 3 - (L - 1 + b) ^ 3
      = (L + b) ^ 2 + (L + b) * (L - 1 + b) + (L - 1 + b) ^ 2 := by ring
  show G L⁻¹ = L ^ 4 * (extrapolate b (energy E A a) L - E)
  rw [extrapolate_error E A a b L ha' ha, ← mul_div_assoc, hD, eb, ea, key a, key b]
  simp only [hG]
  generalize L⁻¹ = u
  refine (mul_div_mul_left _ _ (pow_ne_zero 8 hL0)).symm.trans ?_
  congr 1 <;> ring

/-- For energies `E + A (L + a)⁻³` with `A, a > 0`, unshifted inverse-cube extrapolation from
`L - 1` and `L` gives, for every integer `L ≥ 2`, a value strictly between `E` and the energy
at `L`; its error multiplied by `L⁴` tends to `a A`. -/
theorem unshifted_extrapolation_undercorrects (E A a : ℝ) (hA : 0 < A) (ha : 0 < a) :
    (∀ L : ℕ, 2 ≤ L → E < extrapolate 0 (energy E A a) L ∧
      extrapolate 0 (energy E A a) L < energy E A a L) ∧
    Tendsto (fun L : ℕ => (L : ℝ) ^ 4 * (extrapolate 0 (energy E A a) L - E)) atTop
      (𝓝 (a * A)) := by
  constructor
  · intro L hL
    have hL' : (2 : ℝ) ≤ L := by exact_mod_cast hL
    have h1 : 0 < (L : ℝ) - 1 + a := by linarith
    have h2 : 0 < (L : ℝ) - 1 + 0 := by linarith
    exact ⟨(limit_lt_extrapolate_iff E A a 0 L hA h1 h2).mpr ha,
      extrapolate_lt_energy E A a 0 L hA h1 h2⟩
  · have h : a * A = A * (a - 0) := by ring
    rw [h]
    exact (tendsto_error E A a 0).comp tendsto_natCast_atTop_atTop

end

end PartialWaveOffset
```

```lean
#print axioms PartialWaveOffset.extrapolate_exact
-- 'PartialWaveOffset.extrapolate_exact' depends on axioms: [propext, Classical.choice, Quot.sound]
#print axioms PartialWaveOffset.unshifted_extrapolation_undercorrects
-- 'PartialWaveOffset.unshifted_extrapolation_undercorrects' depends on axioms: [propext, Classical.choice, Quot.sound]
```

## How the lemmas fit together

`denominator_pos` gives $D > 0$. The hint passed to `nlinarith` is the square $(2x-1)^2$ from the completed form above.

`extrapolate_error` is the exact error formula. Its hypotheses `h` and `h'` keep both cutoffs away from the pole of the energy law. The local fact `common` brings $E$ over the denominator $D$, and `congr 1` then removes $D$ from both sides. After the remaining cubes are cleared, `linear_combination` uses `hs` and `ht`, which say that $A/(L+a)^3$ times $(L+a)^3$ is $A$, and likewise at $L-1$. The factorisation of $p^3 - q^3$ is contained in the polynomial identity that this tactic verifies.

`extrapolate_exact` sets $b = a$ in that formula. The main theorem does not need it, but it confirms that the extrapolation is exact when the assumed offset is the true one.

`limit_lt_extrapolate_iff` is the sign argument. `hS` states that $p^2+pq+q^2$ is positive and `hD` that the whole denominator is. The rewriting steps remove these positive factors and $A$, until only $0 < a-b$ remains.

`extrapolate_lt_energy` is the upper bound. `h` says that the truncation error decreases from $L-1$ to $L$, and `h3` multiplies this by $(L-1+b)^3$. Once `div_lt_iff₀` has cleared $D$, `linarith` finishes.

`tendsto_error` treats the limit for real cutoffs and any real $a$ and $b$. The function `G` is the scaled error written in $u = 1/L$. It is continuous at zero, where its denominator equals 3, and its value there is $A(a-b)$. Composing it with $L^{-1} \to 0$ gives the limit of `G L⁻¹`. `Tendsto.congr'` carries this limit over to the scaled error, since the two functions agree for $L > |a|+1$, where $L$, $L+a$ and $L-1+a$ are all nonzero. The facts `key`, `ea` and `eb` take out the powers of $L$, and `mul_div_mul_left` cancels the common $L^8$.

The final theorem puts $b = 0$. For $L \ge 2$ both positivity conditions follow by `linarith`, and the two bounds apply. The limit over integers comes from the real one by composition with `tendsto_natCast_atTop_atTop`, which says that the natural numbers, read as reals, grow without bound.
